# For w, w_m > 0, the gauge a at which the counter-rotating coefficient a√(w² + κ(1 − a)²) − (1 − a)w_m vanishes strictly decreases as κ ≥ 0 grows

In the gauge a, the mode frequency is w_a = √(w² + κ(1 − a)²), and the counter-rotating coefficient is a w_a − (1 − a)w_m. The theorem `zero_antitone` takes w, w_m > 0 and 0 ≤ κ₁ ≤ κ₂, and supposes that the coefficient vanishes at a for κ₁ and at b for κ₂. It states that b ≤ a, and that b < a if κ₁ < κ₂; that such zeros exist is assumed, not proved. The attempt places both zeros strictly between 0 and 1, squares the two conditions and eliminates w_m between them. If the claimed order failed, the left side of the resulting identity would be positive, though it must equal zero.

Lean 4 with Mathlib refuses this proof:

```lean
import Mathlib

open Complex Set

namespace ZeroAntitone

noncomputable section

/-- Mode frequency `w_a = √(w² + κ (1 - a)²)` in the gauge `a`. -/
def modeFreq (w κ a : ℝ) : ℝ := √(w ^ 2 + κ * (1 - a) ^ 2)

/-- Counter-rotating coefficient `a w_a - (1 - a) w_m`. -/
def counterRot (w wm κ a : ℝ) : ℝ := a * modeFreq w κ a - (1 - a) * wm

/-- The mode frequency is positive when `w > 0` and `κ ≥ 0`. -/
theorem modeFreq_pos {w κ : ℝ} (hw : 0 < w) (hκ : 0 ≤ κ) (a : ℝ) : 0 < modeFreq w κ a :=
  Real.sqrt_pos.2 (by positivity)

/-- A gauge in which the counter-rotating coefficient vanishes lies strictly between 0 and 1,
for `w, w_m > 0` and `κ ≥ 0`. -/
theorem zero_mem_Ioo {w wm κ a : ℝ} (hw : 0 < w) (hm : 0 < wm) (hκ : 0 ≤ κ)
    (h : counterRot w wm κ a = 0) : a ∈ Ioo (0 : ℝ) 1 := by
  have hΩ := modeFreq_pos hw hκ a
  unfold counterRot at h
  constructor
  · by_contra hn
    have h1 : 0 ≤ -a * modeFreq w κ a := mul_nonneg (by linarith) hΩ.le
    have h2 : 0 < (1 - a) * wm := mul_pos (by linarith) hm
    linarith
  · by_contra hn
    have h1 : 0 < a * modeFreq w κ a := mul_pos (by linarith) hΩ
    have h2 : 0 ≤ (a - 1) * wm := mul_nonneg (by linarith) hm.le
    linarith

/-- Squared form of the condition that the counter-rotating coefficient vanishes, for `κ ≥ 0`. -/
theorem zero_sq {w wm κ a : ℝ} (hκ : 0 ≤ κ) (h : counterRot w wm κ a = 0) :
    a ^ 2 * (w ^ 2 + κ * (1 - a) ^ 2) = ((1 - a) * wm) ^ 2 := by
  have hs : modeFreq w κ a ^ 2 = w ^ 2 + κ * (1 - a) ^ 2 := Real.sq_sqrt (by positivity)
  rw [← hs, ← mul_pow, sub_eq_zero.1 h]

/-- For `w, w_m > 0` and `0 ≤ κ₁ ≤ κ₂`, the zero of the counter-rotating coefficient does not
increase from `κ₁` to `κ₂`, and it strictly decreases if `κ₁ < κ₂`. -/
theorem zero_antitone {w wm κ₁ κ₂ a b : ℝ} (hw : 0 < w) (hm : 0 < wm) (h₁ : 0 ≤ κ₁)
    (h₁₂ : κ₁ ≤ κ₂) (ha : counterRot w wm κ₁ a = 0) (hb : counterRot w wm κ₂ b = 0) :
    b ≤ a ∧ (κ₁ < κ₂ → b < a) := by
  obtain ⟨a0, a1⟩ := zero_mem_Ioo hw hm h₁ ha
  obtain ⟨b0, b1⟩ := zero_mem_Ioo hw hm (h₁.trans h₁₂) hb
  -- eliminate w_m between the two squared conditions
  have key : w ^ 2 * ((b - a) * (b * (1 - a) + a * (1 - b))) +
      ((1 - a) * (1 - b)) ^ 2 * (κ₂ * b ^ 2 - κ₁ * a ^ 2) = 0 := by
    linear_combination (1 - a) ^ 2 * zero_sq (h₁.trans h₁₂) hb - (1 - b) ^ 2 * zero_sq h₁ ha
  have hu : 0 < 1 - a := by linarith
  have hv : 0 < 1 - b := by linarith
  have hp : 0 < b * (1 - a) + a * (1 - b) := by positivity
  have hq : 0 < ((1 - a) * (1 - b)) ^ 2 := by positivity
  constructor
  · by_contra hn
    have hab : a < b := not_le.1 hn
    have e1 : 0 < w ^ 2 * ((b - a) * (b * (1 - a) + a * (1 - b))) :=
      mul_pos (by positivity) (mul_pos (by linarith) hp)
    have e2 : κ₁ * a ^ 2 ≤ κ₂ * b ^ 2 := by gcongr
    have e3 := mul_nonneg hq.le (sub_nonneg.2 e2)
    linarith
  · intro hlt
    by_contra hn
    have hab : a ≤ b := not_lt.1 hn
    have e1 : 0 ≤ w ^ 2 * ((b - a) * (b * (1 - a) + a * (1 - b))) :=
      mul_nonneg (by positivity) (mul_nonneg (by linarith) hp.le)
    have e2 : κ₁ * a ^ 2 ≤ κ₁ * b ^ 2 := by gcongr
    have e3 : κ₁ * b ^ 2 < κ₂ * b ^ 2 := mul_lt_mul_of_pos_right hlt (by positivity)
    have e4 := mul_pos hq (sub_pos.2 (e2.trans_lt e3))
    linarith

end

end ZeroAntitone
```

Lean reports:

```
Main.lean:61:41: error: unsolved goals
case b0
w wm κ₁ κ₂ a b : ℝ
hw : 0 < w
hm : 0 < wm
h₁ : 0 ≤ κ₁
h₁₂ : κ₁ ≤ κ₂
ha : counterRot w wm κ₁ a = 0
hb : counterRot w wm κ₂ b = 0
a0 : 0 < a
a1 : a < 1
b0 : 0 < b
b1 : b < 1
key : w ^ 2 * ((b - a) * (b * (1 - a) + a * (1 - b))) + ((1 - a) * (1 - b)) ^ 2 * (κ₂ * b ^ 2 - κ₁ * a ^ 2) = 0
hu : 0 < 1 - a
hv : 0 < 1 - b
hp : 0 < b * (1 - a) + a * (1 - b)
hq : 0 < ((1 - a) * (1 - b)) ^ 2
hn : ¬b ≤ a
hab : a < b
e1 : 0 < w ^ 2 * ((b - a) * (b * (1 - a) + a * (1 - b)))
⊢ 0 ≤ κ₂
```

This version goes through:

```diff
@@ -59,4 +59,5 @@
     have e1 : 0 < w ^ 2 * ((b - a) * (b * (1 - a) + a * (1 - b))) :=
       mul_pos (by positivity) (mul_pos (by linarith) hp)
+    have h₂ : 0 ≤ κ₂ := h₁.trans h₁₂
     have e2 : κ₁ * a ^ 2 ≤ κ₂ * b ^ 2 := by gcongr
     have e3 := mul_nonneg hq.le (sub_nonneg.2 e2)
```

Cause. The error is in the first half of the proof, at `e2 : κ₁ * a ^ 2 ≤ κ₂ * b ^ 2`. Here `gcongr` compares the products factor by factor, using `κ₁ ≤ κ₂` and `a < b`. Since both factors change, it also needs some signs, among them `0 ≤ κ₂`, and this is the goal left unsolved.

The fact does follow from `h₁ : 0 ≤ κ₁` and `h₁₂ : κ₁ ≤ κ₂`, but `gcongr` hands such side goals to `positivity`, which for a bare variable looks for a hypothesis giving the sign directly and does not chain two inequalities. No such hypothesis about `κ₂` was in the context.

The added line `have h₂ : 0 ≤ κ₂ := h₁.trans h₁₂` does the chaining by hand. The side goal is then closed from `h₂` in the context, so `e2` needs no change. The other `e2`, in the second half, has `κ₁` on both sides, so it does not need the sign of `κ₂`. The signs it does need, `0 ≤ κ₁` and `0 ≤ a`, come directly from `h₁` and `a0`.
